# The Hubbard Pulay slope for a moving projector and a frozen state, and the occupations at which it vanishes

**Q:** Let me fix the terms first. $V$ is a real inner-product space, $\varphi(t)\in V$ is a localised projector orbital that moves with a coordinate $t$, and $\psi\in V$ is an electronic state that doesn't move. The occupation is $n=\langle\varphi,\psi\rangle^2$ and the energy is $E=\frac U2 n(1-n)$. Is that what the code says?

**A:** Yes. The space may have any dimension, finite or infinite.

In Lean 4 with Mathlib:

```lean
import Mathlib

open Matrix

namespace HubbardPulay

noncomputable section

variable {V : Type*} [NormedAddCommGroup V] [InnerProductSpace ℝ V]
```

The occupation is the squared overlap. Neither vector is normalised by this definition, so $n\le 1$ is not guaranteed in general; it does hold when both vectors have unit norm.

```lean
/-- Occupation of the projector orbital `φ` by the state `ψ`: the squared overlap. -/
def occupation (φ ψ : V) : ℝ := (inner ℝ φ ψ) ^ 2
```

The constant $U$ is a real number standing for the effective on-site interaction. For $U>0$ the energy penalises fractional occupation between 0 and 1.

```lean
/-- Hubbard correction `(U/2) n (1 - n)` of a single orbital with occupation `n`. -/
def hubbardEnergy (U n : ℝ) : ℝ := U / 2 * (n * (1 - n))
```

**Q:** The next definition is called `pulaySlope`, and it is simply the answer you want. Isn't that circular?

```lean
/-- The expression `2U (1/2 - n) ⟨φ,ψ⟩ ⟨v,ψ⟩` for a projector `φ` moving with velocity `v`. -/
def pulaySlope (U : ℝ) (φ v ψ : V) : ℝ :=
  2 * U * (1 / 2 - occupation φ ψ) * inner ℝ φ ψ * inner ℝ v ψ
```

**A:** It would be if nothing tied it to a derivative. The definition only names the expression $2U(\frac12-n)\langle\varphi,\psi\rangle\langle v,\psi\rangle$ for a velocity $v$, which here means a rate of change with the coordinate $t$, not with time. A separate theorem shows that it is the derivative of $E$ when $v$ is the velocity of the projector. Note the sign: this is the slope $dE/dt$, and the force is $-dE/dt$.

**Q:** Then derive it by hand.

**A:** Write $\varphi'$ for the velocity at $t$. Since $\psi$ is fixed,
$$\frac{d}{dt}\langle\varphi,\psi\rangle=\langle\varphi',\psi\rangle,\qquad n'=2\langle\varphi,\psi\rangle\langle\varphi',\psi\rangle .$$
The chain rule then gives
$$E'=\frac U2(1-2n)\,n'=2U\left(\tfrac12-n\right)\langle\varphi,\psi\rangle\langle\varphi',\psi\rangle .$$
The first identity is a lemma of its own: differentiate the inner product, with zero as the derivative of $\psi$.

```lean
/-- The overlap of a moving projector with a fixed state changes at the rate `⟨φ',ψ⟩`. -/
theorem hasDerivAt_overlap {φ : ℝ → V} {φ' : V} {t : ℝ} (hφ : HasDerivAt φ φ' t) (ψ : V) :
    HasDerivAt (fun s => inner ℝ (φ s) ψ) (inner ℝ φ' ψ) t := by
  simpa using hφ.inner ℝ (hasDerivAt_const t ψ)
```

The hypothesis `HasDerivAt φ φ' t` says that the path has derivative `φ'` at the single coordinate value `t`; nothing is required of its differentiability elsewhere. In the next proof, `hn` is the derivative of the square, and `h` applies the product rule to $n(1-n)$ and multiplies by $U/2$. What remains is an algebraic identity, which `ring` closes.

```lean
/-- Hubbard Pulay term of one orbital: the derivative of `(U/2) n (1 - n)` along a moving
projector is `2U (1/2 - n) ⟨φ,ψ⟩ ⟨φ',ψ⟩`. -/
theorem hasDerivAt_hubbardEnergy (U : ℝ) {φ : ℝ → V} {φ' : V} {t : ℝ}
    (hφ : HasDerivAt φ φ' t) (ψ : V) :
    HasDerivAt (fun s => hubbardEnergy U (occupation (φ s) ψ)) (pulaySlope U (φ t) φ' ψ) t := by
  have hn := (hasDerivAt_overlap hφ ψ).fun_pow 2
  have h := (hn.fun_mul (hn.const_sub 1)).const_mul (U / 2)
  simp only [hubbardEnergy, occupation, pulaySlope]
  refine h.congr_deriv ?_
  norm_num
  ring
```

**Q:** Real forces involve states that respond when an atom moves. You froze $\psi$.

**A:** That is the main idealisation. For variationally converged states whose own filling is held fixed (the projector occupation $n$ may still change), in a fixed basis with a fixed overlap metric, the first-order response of the states drops out of the derivative of the total energy. The explicit motion of the projectors is then what the Hubbard term contributes. So the formula bears on ionic forces in DFT+U, within a model of frozen states and constant $U$. "Pulay" here refers to the moving projectors; corrections from a moving, incomplete basis are a different contribution.

**Q:** I'd like to see numbers.

**A:** Take $V=\mathbb R^2$, $\psi=(1,0)$, $\varphi(t)=(\cos t,\sin t)$ and $U=4$ eV, at the angle where $\varphi=(0.6,0.8)$. Then $\varphi'=(-0.8,0.6)$, $n=0.36$, and the slope is
$$2\cdot4\cdot(0.5-0.36)\cdot0.6\cdot(-0.8)=-0.5376\ \text{eV per radian}.$$
Directly, $n'=2\cdot0.6\cdot(-0.8)=-0.96$, and $\frac U2(1-2n)n'=2\cdot0.28\cdot(-0.96)=-0.5376$, in agreement.

**Q:** When does the slope vanish? I have heard "at $n=0$ and $n=\frac12$".

**A:** That is the complete list if every velocity is allowed and $U\neq0$. At $n=0$ the overlap factor is zero, and at $n=\frac12$ the bracket is zero. Conversely, suppose the slope vanishes for all $v$ and choose $v=\psi$:
$$2U\left(\tfrac12-n\right)\langle\varphi,\psi\rangle\,\|\psi\|^2=0 .$$
One factor must be zero. The bracket gives $n=\frac12$, the overlap gives $n=0$, and $\|\psi\|=0$ also gives $n=0$. The repeated use of `mul_eq_zero` in the proof is this case distinction.

```lean
/-- For `U ≠ 0` the Pulay term vanishes for every projector velocity exactly when the
occupation is `0` or `1/2`. -/
theorem pulaySlope_eq_zero_iff {U : ℝ} (hU : U ≠ 0) (φ ψ : V) :
    (∀ v, pulaySlope U φ v ψ = 0) ↔ occupation φ ψ = 0 ∨ occupation φ ψ = 1 / 2 := by
  constructor
  · intro h
    -- test with the velocity `ψ`
    have h1 := h ψ
    unfold pulaySlope at h1
    rcases mul_eq_zero.mp h1 with h2 | h2
    · rcases mul_eq_zero.mp h2 with h3 | h3
      · right
        have h4 := (mul_eq_zero.mp h3).resolve_left (mul_ne_zero two_ne_zero hU)
        linarith
      · left
        rw [occupation, h3]
        norm_num
    · left
      have h0 : ψ = 0 := (inner_self_eq_zero (𝕜 := ℝ)).mp h2
      simp [occupation, h0]
  · rintro (h | h) v
    · have hc : inner ℝ φ ψ = 0 := (pow_eq_zero_iff two_ne_zero).mp h
      rw [pulaySlope, hc]
      ring
    · rw [pulaySlope, h]
      ring
```

The "for every velocity" matters. At any other occupation, a particular motion with $\langle\varphi',\psi\rangle=0$ still has zero slope.

**Q:** But a fully occupied orbital should feel no such force either. In your own example, $t=0$ gives $n=1$ and a zero slope.

**A:** Your objection is right for normalised projectors. The previous theorem also admits velocities that stretch $\varphi$. At $n=1$, the choice $v=\varphi$ gives slope $-U$, because stretching pushes $n$ above 1. If the norm is conserved, that motion is excluded.

Here is the argument for unit vectors. Put $c=\langle\varphi,\psi\rangle$ and let $c^2=n=1$. Then
$$\|\psi-c\varphi\|^2=1-2c^2+c^2=1-c^2=0,$$
so $\psi=c\varphi$. Any $v$ orthogonal to $\varphi$ then has $\langle v,\psi\rangle=c\langle v,\varphi\rangle=0$, and the slope is zero. In the proof, `h0` is the vanishing squared norm, `hpar` is $\psi=c\varphi$, and `hz` is the vanishing overlap with the velocity.

```lean
/-- At full occupation of a normalised projector by a normalised state, the Pulay term
vanishes for every velocity orthogonal to the projector. -/
theorem pulaySlope_full (U : ℝ) {φ v ψ : V} (hφ : ‖φ‖ = 1) (hψ : ‖ψ‖ = 1)
    (hn : occupation φ ψ = 1) (hv : inner ℝ φ v = 0) : pulaySlope U φ v ψ = 0 := by
  have h1 : inner ℝ φ φ = 1 := by rw [real_inner_self_eq_norm_sq, hφ]; norm_num
  have h2 : inner ℝ ψ ψ = 1 := by rw [real_inner_self_eq_norm_sq, hψ]; norm_num
  have e : inner ℝ ψ φ = inner ℝ φ ψ := real_inner_comm φ ψ
  unfold occupation at hn
  -- the part of `ψ` orthogonal to `φ` has zero norm
  have h0 : inner ℝ (ψ - (inner ℝ φ ψ) • φ) (ψ - (inner ℝ φ ψ) • φ) = 0 := by
    simp only [inner_sub_left, inner_sub_right, real_inner_smul_left, real_inner_smul_right]
    linear_combination h2 + (inner ℝ φ ψ) ^ 2 * h1 - hn - (inner ℝ φ ψ) * e
  have hpar : ψ = (inner ℝ φ ψ) • φ :=
    sub_eq_zero.mp ((inner_self_eq_zero (𝕜 := ℝ)).mp h0)
  have hz : inner ℝ v ψ = 0 := by
    calc inner ℝ v ψ = inner ℝ v ((inner ℝ φ ψ) • φ) := congrArg (fun x => inner ℝ v x) hpar
      _ = 0 := by rw [real_inner_smul_right, real_inner_comm φ v, hv, mul_zero]
  rw [pulaySlope, hz, mul_zero]
```

**Q:** Does that complete the list for normalised vectors?

**A:** It does. For unit $\varphi$ and $\psi$, $U\ne0$ and velocities orthogonal to $\varphi$, the slope vanishes for all of them exactly when $n$ is $0$, $\frac12$ or $1$. The old test velocity $\psi$ is generally not orthogonal to $\varphi$, so use $v=\psi-c\varphi$. It satisfies
$$\langle\varphi,v\rangle=c-c=0,\qquad \langle v,\psi\rangle=1-c^2=1-n .$$
The vanishing slope now reads $2U(\frac12-n)\,c\,(1-n)=0$, and its three possible zeros are the three occupations. These two inner products are `ho` and `hi`. The reverse direction takes the first two cases from the unrestricted theorem and the third from the full-occupation lemma.

```lean
/-- For normalised `φ` and `ψ` and `U ≠ 0`, the Pulay term vanishes for all velocities
orthogonal to `φ` exactly when the occupation is `0`, `1/2` or `1`. -/
theorem pulaySlope_normalised_iff {U : ℝ} (hU : U ≠ 0) {φ ψ : V} (hφ : ‖φ‖ = 1)
    (hψ : ‖ψ‖ = 1) :
    (∀ v, inner ℝ φ v = 0 → pulaySlope U φ v ψ = 0) ↔
      occupation φ ψ = 0 ∨ occupation φ ψ = 1 / 2 ∨ occupation φ ψ = 1 := by
  constructor
  · intro h
    -- test with the part of `ψ` orthogonal to `φ`
    have ho : inner ℝ φ (ψ - (inner ℝ φ ψ) • φ) = 0 := by
      rw [inner_sub_right, real_inner_smul_right, real_inner_self_eq_norm_sq, hφ]
      ring
    have hi : inner ℝ (ψ - (inner ℝ φ ψ) • φ) ψ = 1 - occupation φ ψ := by
      rw [inner_sub_left, real_inner_smul_left, real_inner_self_eq_norm_sq, hψ, occupation]
      ring
    have h1 := h _ ho
    rw [pulaySlope, hi] at h1
    rcases mul_eq_zero.mp h1 with h2 | h2
    · rcases mul_eq_zero.mp h2 with h3 | h3
      · right; left
        have h4 := (mul_eq_zero.mp h3).resolve_left (mul_ne_zero two_ne_zero hU)
        linarith
      · left
        rw [occupation, h3]
        norm_num
    · right; right
      linarith
  · rintro (h | h | h) v hv
    · exact (pulaySlope_eq_zero_iff hU φ ψ).mpr (Or.inl h) v
    · exact (pulaySlope_eq_zero_iff hU φ ψ).mpr (Or.inr h) v
    · exact pulaySlope_full U hφ hψ h hv
```

**Q:** Orthogonality of the velocity is an assumption there. Does it follow from the physics?

**A:** It follows from norm conservation. Differentiating $\langle\varphi,\varphi\rangle=1$ gives $2\langle\varphi,\varphi'\rangle=0$. The next theorem assumes `hnorm`, unit norm at every value of the coordinate, and derives the orthogonality. It compares two derivatives of the same constant function, and uniqueness of the derivative makes them equal. The conclusion concerns the energy itself: its derivative is 0 wherever $n=1$.

```lean
/-- Along a path of normalised projectors, the Hubbard energy is stationary at any point where the
path is differentiable and the projector is fully occupied by the normalised state `ψ`. -/
theorem hubbardEnergy_stationary_full (U : ℝ) {φ : ℝ → V} {φ' ψ : V} {t : ℝ}
    (hφ : HasDerivAt φ φ' t) (hnorm : ∀ s, ‖φ s‖ = 1) (hψ : ‖ψ‖ = 1)
    (hn : occupation (φ t) ψ = 1) :
    HasDerivAt (fun s => hubbardEnergy U (occupation (φ s) ψ)) 0 t := by
  -- conservation of the norm makes the velocity orthogonal to the projector
  have h := hφ.inner ℝ hφ
  have hc : (fun s => inner ℝ (φ s) (φ s)) = fun _ => (1 : ℝ) := by
    funext s
    rw [real_inner_self_eq_norm_sq, hnorm]
    norm_num
  rw [hc] at h
  have h0 := h.unique (hasDerivAt_const t (1 : ℝ))
  have e := real_inner_comm (φ t) φ'
  have hv : inner ℝ (φ t) φ' = 0 := by linarith
  exact (hasDerivAt_hubbardEnergy U hφ ψ).congr_deriv (pulaySlope_full U (hnorm t) hψ hn hv)
```

**Q:** A $d$ shell has five orbitals and many occupied states. One orbital and one state is a toy.

**A:** The formula extends to a shell. Let $a,b$ label finitely many projectors $\varphi_a$, and let $i$ label finitely many fixed states $\psi_i$ with fixed real weights $f_i$. The occupation matrix and the velocity matrix are
$$n_{ab}=\sum_i f_i\langle\varphi_a,\psi_i\rangle\langle\varphi_b,\psi_i\rangle,\qquad P_{ab}=\sum_i f_i\langle\varphi'_a,\psi_i\rangle\langle\varphi_b,\psi_i\rangle .$$
Both are instances of one definition, `weightedOverlap`: its first family of orbitals is $\varphi$ for $n$ and $\varphi'$ for $P$.

```lean
variable {m ι : Type*} [Fintype m] [DecidableEq m] [Fintype ι]

/-- The matrix `∑ i, f i ⟨χ a,ψ i⟩ ⟨φ b,ψ i⟩` for two families of orbitals `χ`, `φ` and
states `ψ i` with weights `f i`. -/
def weightedOverlap (f : ι → ℝ) (χ φ : m → V) (ψ : ι → V) : Matrix m m ℝ :=
  Matrix.of fun a b => ∑ i, f i * (inner ℝ (χ a) (ψ i) * inner ℝ (φ b) (ψ i))
```

The energy is the simplified rotationally invariant form, $\frac U2\mathrm{Tr}[n(1-n)]$, where $1$ is the identity matrix.

```lean
/-- Rotationally invariant Hubbard correction `(U/2) Tr[n (1 - n)]` of an occupation matrix. -/
def shellEnergy (U : ℝ) (n : Matrix m m ℝ) : ℝ := U / 2 * (n * (1 - n)).trace
```

**Q:** And its slope?

**A:** The product rule gives $n'_{ab}=P_{ab}+P_{ba}$, that is, $n'=P+P^{T}$. Hence $\mathrm{Tr}\,n'=2\,\mathrm{Tr}\,P$. Because $n$ is symmetric, $\mathrm{Tr}(nP^{T})=\mathrm{Tr}(Pn)=\mathrm{Tr}(nP)$, so
$$\frac{d}{dt}\mathrm{Tr}\,n^2=2\,\mathrm{Tr}(nn')=4\,\mathrm{Tr}(nP).$$
Together,
$$E'=\frac U2\left(2\,\mathrm{Tr}\,P-4\,\mathrm{Tr}(nP)\right)=2U\,\mathrm{Tr}\left[\left(\tfrac12-n\right)P\right].$$
With one projector, one state and unit weight this is the earlier formula.

The proof follows the same route in components. `hN` is the product rule for each matrix element, `hs` is the symmetry of $n$, and `hE` writes the energy as sums over elements. After differentiation, `hswap` relabels the summation indices and uses the symmetry, which is the step $\mathrm{Tr}(nP^T)=\mathrm{Tr}(nP)$. `key` collects the derivative of $\mathrm{Tr}\,n^2$ into those two traces.

```lean
/-- Hubbard Pulay term of a whole shell: with occupation matrix `n` and `P` the weighted overlap
of projector velocities and projectors, the energy derivative is `2U Tr[(1/2 - n) P]`. -/
theorem hasDerivAt_shellEnergy (U : ℝ) (f : ι → ℝ) (ψ : ι → V) {φ : ℝ → m → V}
    {φ' : m → V} {t : ℝ} (hφ : ∀ a, HasDerivAt (fun s => φ s a) (φ' a) t) :
    HasDerivAt (fun s => shellEnergy U (weightedOverlap f (φ s) (φ s) ψ))
      (2 * U * (((1 / 2 : ℝ) • (1 : Matrix m m ℝ) - weightedOverlap f (φ t) (φ t) ψ) *
        weightedOverlap f φ' (φ t) ψ).trace) t := by
  -- product rule for each matrix element: `n' = P + Pᵀ`
  have hN : ∀ a b, HasDerivAt (fun s => weightedOverlap f (φ s) (φ s) ψ a b)
      (weightedOverlap f φ' (φ t) ψ a b + weightedOverlap f φ' (φ t) ψ b a) t := by
    intro a b
    have h := HasDerivAt.fun_sum (u := Finset.univ) (fun i _ =>
      ((hasDerivAt_overlap (hφ a) (ψ i)).fun_mul
        (hasDerivAt_overlap (hφ b) (ψ i))).const_mul (f i))
    simp only [weightedOverlap, Matrix.of_apply]
    refine h.congr_deriv ?_
    rw [← Finset.sum_add_distrib]
    refine Finset.sum_congr rfl fun i _ => ?_
    ring
  have hs : ∀ a b, weightedOverlap f (φ t) (φ t) ψ a b
      = weightedOverlap f (φ t) (φ t) ψ b a := by
    intro a b
    simp only [weightedOverlap, Matrix.of_apply]
    refine Finset.sum_congr rfl fun i _ => ?_
    ring
  have hE : ∀ n : Matrix m m ℝ,
      shellEnergy U n = U / 2 * (∑ a, n a a - ∑ a, ∑ b, n a b * n b a) := by
    intro n
    rw [shellEnergy, mul_sub, mul_one, Matrix.trace_sub]
    simp only [Matrix.trace, Matrix.diag_apply, Matrix.mul_apply]
  have h1 := HasDerivAt.fun_sum (u := Finset.univ) (fun a _ => hN a a)
  have h2 := HasDerivAt.fun_sum (u := Finset.univ) (fun a _ =>
    HasDerivAt.fun_sum (u := Finset.univ) (fun b _ => (hN a b).fun_mul (hN b a)))
  simp only [hE]
  refine ((h1.fun_sub h2).const_mul (U / 2)).congr_deriv ?_
  rw [sub_mul, smul_mul_assoc, one_mul, Matrix.trace_sub, Matrix.trace_smul]
  simp only [Matrix.trace, Matrix.diag_apply, Matrix.mul_apply, smul_eq_mul]
  generalize weightedOverlap f (φ t) (φ t) ψ = n at hs ⊢
  generalize weightedOverlap f φ' (φ t) ψ = P
  -- symmetry of `n` merges the two halves of the trace
  have hswap : ∑ a, ∑ b, n a b * P a b = ∑ a, ∑ b, n a b * P b a := by
    rw [Finset.sum_comm]
    refine Finset.sum_congr rfl fun a _ => Finset.sum_congr rfl fun b _ => ?_
    rw [hs b a]
  have key : ∑ a, ∑ b, ((P a b + P b a) * n b a + n a b * (P b a + P a b))
      = 2 * ∑ a, ∑ b, n a b * P a b + 2 * ∑ a, ∑ b, n a b * P b a := by
    simp only [Finset.mul_sum, ← Finset.sum_add_distrib]
    refine Finset.sum_congr rfl fun a _ => Finset.sum_congr rfl fun b _ => ?_
    rw [hs b a]
    ring
  rw [key, hswap, Finset.sum_add_distrib]
  ring

end

end HubbardPulay
```

```lean
#print axioms HubbardPulay.pulaySlope_full
#print axioms HubbardPulay.pulaySlope_normalised_iff
#print axioms HubbardPulay.hubbardEnergy_stationary_full
#print axioms HubbardPulay.hasDerivAt_shellEnergy
```

```
'HubbardPulay.pulaySlope_full' depends on axioms: [propext, Classical.choice, Quot.sound]
'HubbardPulay.pulaySlope_normalised_iff' depends on axioms: [propext, Classical.choice, Quot.sound]
'HubbardPulay.hubbardEnergy_stationary_full' depends on axioms: [propext, Classical.choice, Quot.sound]
'HubbardPulay.hasDerivAt_shellEnergy' depends on axioms: [propext, Classical.choice, Quot.sound]
```

**Q:** What would I still have to supply before using this in a real code?

**A:** The sum over sites and spin channels, and complex overlaps if your states carry Bloch phases. You would also need the projector velocities. If the projectors are orthogonalised among themselves, $\varphi'_a$ must include the change of that orthogonalisation as the atoms move. A $U$ that depends on geometry adds a term with $dU/dt$, and weights that change with $t$ add terms with $df_i/dt$ to the slope of the Hubbard energy. In a force computed from a total free energy that is stationary in the weights, those last terms cancel against the other contributions and must not be added separately.

**Q:** And do the special occupations carry over to the shell?

**A:** The shell theorem gives the slope only; the exact lists of zeros are for one projector and one state. You can read off one sufficient condition from the formula: if $n$ is half the identity matrix, the bracket is zero and so is the slope.
